# Uniform positive cavity field of the zero-field Ising ferromagnet on a Bethe lattice: existence for $b\tanh K>1$ and uniqueness

## Three neighbours per spin

Take Ising spins $\sigma=\pm1$ on an infinite tree in which every spin has three neighbours, with energy $-J\sigma\sigma'$ for each pair of neighbours, ferromagnetic coupling $J>0$, inverse temperature $\beta$, reduced coupling $K=\beta J$ and no external field. Cut one bond. The spin $\sigma$ on one side of the cut still has two neighbours, and the branches behind them act on it as an effective field $h$, measured in units of $1/\beta$, so that its weight is $e^{h\sigma}$. This $h$ is the cavity field. Restore the bond to the spin $\tau$ on the other side and sum over $\sigma$:

$$\sum_{\sigma=\pm1} e^{K\sigma\tau+h\sigma}=2\cosh(h+K\tau)\;\propto\; e^{u\tau},\qquad e^{2u}=\frac{\cosh(h+K)}{\cosh(h-K)} .$$

The branch therefore passes a field $u$ to $\tau$. If all cavity fields are equal, each is the sum of two such contributions, $h=2u$. With $x=e^{h}$ and $y=e^{2K}$ this condition reads

$$x=\frac{y x^2+1}{x^2+y},\qquad\text{or}\qquad x^3-yx^2+yx-1=(x-1)\bigl(x^2+(1-y)x+1\bigr)=0 .$$

The root $x=1$ is the paramagnetic solution $h=0$. The quadratic factor gives $x+1/x=y-1$, that is $2\cosh h=e^{2K}-1$, which has a solution $h>0$ exactly when $e^{2K}>3$, and then a single one, accompanied by its mirror image $-h$. Because $\tanh K=(y-1)/(y+1)$, the condition is $2\tanh K>1$. This closed form serves as orientation and is not among the theorems below, which obtain the threshold $b\tanh K>1$ for every branching number $b>0$, the present case being $b=2$, from the shape of $u$ as a function of $h$.

## The cavity equation

All quantities are real numbers, and the hyperbolic functions and the logarithm are those of Mathlib.

In Lean 4 with Mathlib:

```lean
import Mathlib

open Real Set Filter Topology

namespace BetheLatticeIsing

noncomputable section
```

The field passed along one bond is
$$u_K(h)=\tfrac12\log\frac{\cosh(h+K)}{\cosh(h-K)},$$
written `bondField K h`. The argument of the logarithm is positive for all real $h$ and $K$, since $\cosh>0$.

```lean
/-- Field passed along one bond of reduced coupling `K` by a spin in the cavity field `h`:
`u_K(h) = (1/2) log (cosh (h + K) / cosh (h - K))`. -/
def bondField (K h : ℝ) : ℝ := 1 / 2 * log (cosh (h + K) / cosh (h - K))
```

The bond response, `bondResponse K h`, is defined by the formula
$$\chi_K(h)=\frac{\sinh 2K}{\cosh 2h+\cosh 2K};$$
its role as the derivative of $u_K$ is proved further down.

```lean
/-- Response function of a bond, `sinh 2K / (cosh 2h + cosh 2K)`. -/
def bondResponse (K h : ℝ) : ℝ := sinh (2 * K) / (cosh (2 * h) + cosh (2 * K))
```

On a tree with $b+1$ neighbours per spin, $b$ branches remain after one bond is cut, and the uniform cavity equation is $h=b\,u_K(h)$. The statement `IsCavityField b K h` is this equation and nothing more. The branching number $b$ is allowed to be any real number; the trees are the positive integer values.

```lean
/-- Cavity equation with branching number `b`: `h = b u_K(h)`, that is
`h = (b/2) log (cosh (h + K) / cosh (h - K))`. -/
def IsCavityField (b K h : ℝ) : Prop := h = b * bondField K h
```

## Symmetry and slope of the bond field

Reversing the field exchanges numerator and denominator. Since $\cosh$ is even, $\cosh(-h+K)=\cosh(h-K)$ and $\cosh(-h-K)=\cosh(h+K)$, so
$$u_K(-h)=\tfrac12\bigl[\log\cosh(h-K)-\log\cosh(h+K)\bigr]=-u_K(h).$$
The proof pulls out the signs, removes them with `cosh_neg`, and splits both logarithms of quotients with `log_div`.

```lean
/-- Spin-flip symmetry: the bond field is odd in the cavity field. -/
theorem bondField_neg (K h : ℝ) : bondField K (-h) = -bondField K h := by
  unfold bondField
  rw [show -h + K = -(h - K) by ring, show -h - K = -(h + K) by ring, cosh_neg, cosh_neg,
    log_div (cosh_pos _).ne' (cosh_pos _).ne', log_div (cosh_pos _).ne' (cosh_pos _).ne']
  ring
```

At $h=0$ oddness gives $u_K(0)=-u_K(0)$, hence $u_K(0)=0$.

```lean
/-- The bond field vanishes at zero cavity field. -/
theorem bondField_zero (K : ℝ) : bondField K 0 = 0 := by
  have h := bondField_neg K 0
  rw [neg_zero] at h
  linarith
```

Differentiating the logarithm of the quotient gives
$$u_K'(h)=\frac12\,\frac{\sinh(h+K)\cosh(h-K)-\cosh(h+K)\sinh(h-K)}{\cosh(h+K)\cosh(h-K)} .$$
The numerator is $\sinh\bigl((h+K)-(h-K)\bigr)=\sinh 2K$. Adding the formulas for $\cosh$ of the sum and of the difference of the arguments $h+K$ and $h-K$ yields $\cosh 2h+\cosh 2K=2\cosh(h+K)\cosh(h-K)$. Together these give $u_K'(h)=\chi_K(h)$. In the proof, `h3` is the quotient rule and `h4` the chain rule for the logarithm with the factor $\tfrac12$; `e2` is the identity for the numerator and `e1` the one for the denominator. The result holds for every real $K$ and $h$.

```lean
/-- The derivative of the bond field with respect to the cavity field is the bond response. -/
theorem hasDerivAt_bondField (K h : ℝ) : HasDerivAt (bondField K) (bondResponse K h) h := by
  have c1 := cosh_pos (h + K)
  have c2 := cosh_pos (h - K)
  have h1 : HasDerivAt (fun x => cosh (x + K)) (sinh (h + K) * 1) h :=
    ((hasDerivAt_id' h).add_const K).cosh
  have h2 : HasDerivAt (fun x => cosh (x - K)) (sinh (h - K) * 1) h :=
    ((hasDerivAt_id' h).sub_const K).cosh
  have h3 : HasDerivAt (fun x => cosh (x + K) / cosh (x - K))
      ((sinh (h + K) * 1 * cosh (h - K) - cosh (h + K) * (sinh (h - K) * 1))
        / cosh (h - K) ^ 2) h := h1.fun_div h2 c2.ne'
  have h4 := (h3.log (div_pos c1 c2).ne').const_mul (1 / 2 : ℝ)
  -- addition theorems with arguments h + K and h - K
  have a1 := cosh_add (h + K) (h - K)
  have a2 := cosh_sub (h + K) (h - K)
  have e2 := sinh_sub (h + K) (h - K)
  rw [show h + K + (h - K) = 2 * h by ring] at a1
  rw [show h + K - (h - K) = 2 * K by ring] at a2 e2
  have e1 : cosh (2 * h) + cosh (2 * K) = 2 * (cosh (h + K) * cosh (h - K)) := by linarith
  refine h4.congr_deriv ?_
  unfold bondResponse
  rw [e1, e2]
  simp only [mul_one]
  field_simp
```

At the origin,
$$\chi_K(0)=\frac{2\sinh K\cosh K}{1+\cosh^2K+\sinh^2K}=\frac{2\sinh K\cosh K}{2\cosh^2K}=\tanh K .$$
After cross-multiplication the two sides differ by $\sinh K\,(\cosh^2K-\sinh^2K-1)$, which is the multiple of `cosh_sq_sub_sinh_sq K` handed to `linear_combination`.

```lean
/-- At zero cavity field the bond response equals `tanh K`. -/
theorem bondResponse_zero (K : ℝ) : bondResponse K 0 = tanh K := by
  unfold bondResponse
  have hp : 0 < cosh (2 * 0) + cosh (2 * K) := add_pos (cosh_pos _) (cosh_pos _)
  rw [tanh_eq_sinh_div_cosh, div_eq_div_iff hp.ne' (cosh_pos K).ne', mul_zero, cosh_zero,
    sinh_two_mul, cosh_two_mul]
  linear_combination sinh K * cosh_sq_sub_sinh_sq K
```

From here on $K>0$. The numerator $\sinh 2K$ is then positive and independent of $h$, while $\cosh 2x<\cosh 2y$ for real $0\le x<y$. Hence $\chi_K(y)<\chi_K(x)$: the response decreases strictly on $[0,\infty)$, the set written `Ici 0`.

```lean
/-- For ferromagnetic coupling the bond response decreases strictly on `h ≥ 0`. -/
theorem bondResponse_strictAntiOn {K : ℝ} (hK : 0 < K) :
    StrictAntiOn (bondResponse K) (Ici 0) := by
  intro x hx y _ hxy
  have hx0 : 0 ≤ x := hx
  have hc : cosh (2 * x) < cosh (2 * y) := by
    rw [cosh_lt_cosh, abs_of_nonneg (by linarith), abs_of_nonneg (by linarith)]
    linarith
  unfold bondResponse
  exact div_lt_div_of_pos_left (sinh_pos_iff.2 (by linarith))
    (add_pos (cosh_pos _) (cosh_pos _)) (by linarith)
```

## Two upper bounds on the bond field

A bond cannot pass on a field as large as its coupling. Writing $\cosh$ with exponentials,
$$e^{2K}\cdot 2\cosh(h-K)=e^{h+K}+e^{3K-h}>e^{h+K}+e^{-h-K}=2\cosh(h+K),$$
because $3K>-K$. The quotient in $u_K$ is thus below $e^{2K}$, and $u_K(h)<K$ for every real $h$. The first terms are matched by `e1`, the second terms are compared in `e2`, and `hlog` takes the logarithm.

```lean
/-- Saturation: for ferromagnetic coupling the bond field stays below `K`. -/
theorem bondField_lt_coupling {K : ℝ} (hK : 0 < K) (h : ℝ) : bondField K h < K := by
  have e1 : exp (2 * K) * exp (h - K) = exp (h + K) := by
    rw [← exp_add]
    congr 1
    ring
  have e2 : exp (-(h + K)) < exp (2 * K) * exp (-(h - K)) := by
    rw [← exp_add]
    exact exp_lt_exp.2 (by linarith)
  have hlog : log (cosh (h + K) / cosh (h - K)) < 2 * K := by
    rw [log_lt_iff_lt_exp (div_pos (cosh_pos _) (cosh_pos _)), div_lt_iff₀ (cosh_pos _),
      cosh_eq, cosh_eq]
    linarith
  unfold bondField
  linarith
```

The second bound compares $u_K$ with its tangent at the origin. For $h>0$ the mean value theorem supplies $c\in(0,h)$ with
$$\frac{u_K(h)-u_K(0)}{h}=\chi_K(c)<\chi_K(0)=\tanh K ,$$
so $u_K(h)<h\tanh K$. Continuity on $[0,h]$ follows from differentiability, `exists_hasDerivAt_eq_slope` produces $c$, and `hlt` is the inequality between the two responses.

```lean
/-- For `K > 0` and `h > 0` the bond field lies below its linear-response value `h tanh K`. -/
theorem bondField_lt_linear {K h : ℝ} (hK : 0 < K) (hh : 0 < h) :
    bondField K h < tanh K * h := by
  have hcont : Continuous (bondField K) :=
    continuous_iff_continuousAt.2 fun x => (hasDerivAt_bondField K x).continuousAt
  -- mean value theorem on [0, h]
  obtain ⟨c, hc, e⟩ := exists_hasDerivAt_eq_slope (bondField K) (bondResponse K) hh
    hcont.continuousOn (fun x _ => hasDerivAt_bondField K x)
  have hlt : bondResponse K c < bondResponse K 0 :=
    bondResponse_strictAntiOn hK (mem_Ici.2 le_rfl) (mem_Ici.2 hc.1.le) hc.1
  rwa [e, bondResponse_zero, bondField_zero, sub_zero, sub_zero, div_lt_iff₀ hh] at hlt
```

## Concavity and the ratio $u_K(h)/h$

A continuous function on $[0,\infty)$ whose derivative decreases strictly in the interior is strictly concave there; this is `hconc`. For $0<x<y$ write $x=(1-x/y)\cdot0+(x/y)\,y$, with both weights positive. Strict concavity on the chord from $0$ to $y$ gives
$$u_K(x)>\Bigl(1-\frac xy\Bigr)u_K(0)+\frac xy\,u_K(y)=\frac xy\,u_K(y),$$
which is `key` after simplification. Dividing by $x$ gives $u_K(y)/y<u_K(x)/x$, so the ratio decreases strictly on $(0,\infty)$, the set `Ioi 0`.

```lean
/-- For `K > 0` the ratio `u_K(h) / h` decreases strictly on `h > 0`. -/
theorem bondField_div_strictAntiOn {K : ℝ} (hK : 0 < K) :
    StrictAntiOn (fun h => bondField K h / h) (Ioi 0) := by
  have hcont : Continuous (bondField K) :=
    continuous_iff_continuousAt.2 fun x => (hasDerivAt_bondField K x).continuousAt
  have hd : deriv (bondField K) = bondResponse K :=
    funext fun x => (hasDerivAt_bondField K x).deriv
  have hconc : StrictConcaveOn ℝ (Ici 0) (bondField K) := by
    apply StrictAntiOn.strictConcaveOn_of_deriv (convex_Ici 0) hcont.continuousOn
    rw [hd]
    exact (bondResponse_strictAntiOn hK).mono interior_subset
  intro x hx y hy hxy
  have hx0 : 0 < x := hx
  have hy0 : 0 < y := hy
  have ha : 0 < 1 - x / y := sub_pos.2 ((div_lt_one hy0).2 hxy)
  -- concavity on the chord from 0 to y, evaluated at x
  have key := hconc.2 (mem_Ici.2 le_rfl : (0 : ℝ) ∈ Ici 0) (mem_Ici.2 hy0.le) hy0.ne ha
    (div_pos hx0 hy0) (by ring : 1 - x / y + x / y = 1)
  simp only [smul_eq_mul, bondField_zero, mul_zero, zero_add] at key
  have e : x / y * y = x := by field_simp
  rw [e] at key
  show bondField K y / y < bondField K x / x
  rw [lt_div_iff₀ hx0]
  calc bondField K y / y * x = x / y * bondField K y := by ring
    _ < bondField K x := key
```

## Existence and uniqueness of the positive solution

The theorem `positive_cavityField` takes real $b>0$ and $K>0$ and states two things. A real $h>0$ with $h=b\,u_K(h)$ exists if and only if $b\tanh K>1$. Any two positive solutions $h_1$ and $h_2$ are equal; this part carries no condition on $b\tanh K$, and for $b\tanh K\le1$ it is empty of content because no positive solution exists. The proof has three branches.

Necessity. If $h>0$ solves the equation, the tangent bound multiplied by $b>0$ gives $h=b\,u_K(h)<b\tanh K\cdot h$, and division by $h$ leaves $1<b\tanh K$.

Sufficiency. Let $b\tanh K>1$. As $\delta\to0^+$ the difference quotient $b\,u_K(\delta)/\delta$ tends to $b\,\chi_K(0)=b\tanh K$, which is the content of `ht`. Some $\delta>0$ therefore has $b\,u_K(\delta)/\delta>1$, that is $\delta<b\,u_K(\delta)$, recorded as `h3`. Saturation is used twice. At $\delta$ it gives $b\,u_K(\delta)<bK$ (`h4`), so $\delta<bK$ and the interval $[\delta,bK]$ is properly ordered. At $bK$ it gives $b\,u_K(bK)<bK$ (`h5`). The continuous function $f(x)=b\,u_K(x)-x$ is thus positive at $\delta$ and negative at $bK$, and `intermediate_value_Icc'` returns a zero $h\in[\delta,bK]$, which is positive because $h\ge\delta$.

Uniqueness. A positive solution has $u_K(h)/h=1/b$, so two of them share the same ratio, and a strictly decreasing function is injective. The proof avoids dividing by $b$: multiplying $h_2=b\,u_K(h_2)$ by $u_K(h_1)$, multiplying $h_1=b\,u_K(h_1)$ by $u_K(h_2)$ and subtracting gives $u_K(h_1)\,h_2=u_K(h_2)\,h_1$, the cross-multiplied equality of the ratios.

```lean
/-- For `K > 0` and `b > 0` the cavity equation has a positive solution if and only if
`b tanh K > 1`, and any two positive solutions coincide. -/
theorem positive_cavityField {b K : ℝ} (hb : 0 < b) (hK : 0 < K) :
    ((∃ h, 0 < h ∧ IsCavityField b K h) ↔ 1 < b * tanh K) ∧
      ∀ h₁ h₂, 0 < h₁ → 0 < h₂ → IsCavityField b K h₁ → IsCavityField b K h₂ → h₁ = h₂ := by
  refine ⟨⟨?_, ?_⟩, ?_⟩
  · rintro ⟨h, hh, hs⟩
    have e : h = b * bondField K h := hs
    have h1 := mul_lt_mul_of_pos_left (bondField_lt_linear hK hh) hb
    exact lt_of_mul_lt_mul_right (by linarith : 1 * h < b * tanh K * h) hh.le
  · intro hc
    have hcont : Continuous (bondField K) :=
      continuous_iff_continuousAt.2 fun x => (hasDerivAt_bondField K x).continuousAt
    -- the slope at the origin exceeds one, so b u(δ) > δ for some small δ
    have ht := ((hasDerivAt_bondField K 0).tendsto_slope_zero_right).const_mul b
    rw [bondResponse_zero] at ht
    obtain ⟨δ, h1, h2⟩ :=
      ((ht.eventually (lt_mem_nhds hc)).and eventually_mem_nhdsWithin).exists
    have hδ : 0 < δ := h2
    simp only [zero_add, bondField_zero, sub_zero, smul_eq_mul] at h1
    have e : δ * (b * (δ⁻¹ * bondField K δ)) = b * bondField K δ := by field_simp
    have h3 := mul_lt_mul_of_pos_left h1 hδ
    rw [e, mul_one] at h3
    have h4 := mul_lt_mul_of_pos_left (bondField_lt_coupling hK δ) hb
    have h5 := mul_lt_mul_of_pos_left (bondField_lt_coupling hK (b * K)) hb
    -- sign change of b u(x) - x between δ and b K
    have hf : Continuous fun x => b * bondField K x - x :=
      (continuous_const.mul hcont).sub continuous_id
    have hmem : (0 : ℝ) ∈ Icc (b * bondField K (b * K) - b * K) (b * bondField K δ - δ) :=
      ⟨by linarith, by linarith⟩
    obtain ⟨h, hh, e0⟩ :=
      intermediate_value_Icc' (by linarith : δ ≤ b * K) hf.continuousOn hmem
    have e1 : b * bondField K h - h = 0 := e0
    refine ⟨h, lt_of_lt_of_le hδ hh.1, ?_⟩
    unfold IsCavityField
    linarith
  · intro h₁ h₂ p1 p2 s1 s2
    have e1 : h₁ = b * bondField K h₁ := s1
    have e2 : h₂ = b * bondField K h₂ := s2
    -- both solutions have the same ratio u(h) / h
    refine (bondField_div_strictAntiOn hK).injOn p1 p2 ?_
    show bondField K h₁ / h₁ = bondField K h₂ / h₂
    rw [div_eq_div_iff p1.ne' p2.ne']
    linear_combination bondField K h₁ * e2 - bondField K h₂ * e1
```

## All real solutions

Oddness of $u_K$ turns a solution $h$ into the solution $-h$ (`hsym`), and $h=0$ is always a solution (`hzero`). The theorem `cavityField_classification`, again for $b>0$ and $K>0$, lists the whole solution set. If $b\tanh K\le1$, a real $h$ solves the equation if and only if $h=0$; the threshold $b\tanh K=1$ itself belongs to this case. If $b\tanh K>1$, there is an $h_0$ with $0<h_0<bK$ such that the solutions are exactly $0$, $h_0$ and $-h_0$.

In the first case a positive solution contradicts necessity directly, and a negative one does so after reflection. In the second case $h_0$ is the positive solution already found, and $h_0=b\,u_K(h_0)<bK$ by saturation. An arbitrary solution $h$ is split by sign with `lt_trichotomy`: for $h>0$ uniqueness gives $h=h_0$, and for $h<0$ it gives $-h=h_0$.

```lean
/-- All real solutions for `K > 0`, `b > 0`: only `h = 0` if `b tanh K ≤ 1`, and exactly
`0`, `h₀`, `-h₀` with `0 < h₀ < b K` if `b tanh K > 1`. -/
theorem cavityField_classification {b K : ℝ} (hb : 0 < b) (hK : 0 < K) :
    (b * tanh K ≤ 1 → ∀ h, IsCavityField b K h ↔ h = 0) ∧
      (1 < b * tanh K → ∃ h₀, 0 < h₀ ∧ h₀ < b * K ∧
        ∀ h, IsCavityField b K h ↔ h = 0 ∨ h = h₀ ∨ h = -h₀) := by
  obtain ⟨hex, huniq⟩ := positive_cavityField hb hK
  have hsym : ∀ h, IsCavityField b K h → IsCavityField b K (-h) := by
    intro h hh
    unfold IsCavityField at hh ⊢
    rw [bondField_neg]
    linarith
  have hzero : IsCavityField b K 0 := by
    unfold IsCavityField
    rw [bondField_zero, mul_zero]
  constructor
  · intro hc h
    refine ⟨fun hh => ?_, fun e => by rw [e]; exact hzero⟩
    rcases lt_trichotomy h 0 with hn | h0 | hp
    · exact absurd (hex.1 ⟨-h, neg_pos.2 hn, hsym h hh⟩) (not_lt.2 hc)
    · exact h0
    · exact absurd (hex.1 ⟨h, hp, hh⟩) (not_lt.2 hc)
  · intro hc
    obtain ⟨h₀, hp0, hs0⟩ := hex.2 hc
    have e0 : h₀ = b * bondField K h₀ := hs0
    have hlt := mul_lt_mul_of_pos_left (bondField_lt_coupling hK h₀) hb
    refine ⟨h₀, hp0, by linarith, fun h => ⟨fun hh => ?_, fun hh => ?_⟩⟩
    · rcases lt_trichotomy h 0 with hn | h0 | hp
      · have e := huniq (-h) h₀ (neg_pos.2 hn) hp0 (hsym h hh) hs0
        exact Or.inr (Or.inr (by linarith))
      · exact Or.inl h0
      · exact Or.inr (Or.inl (huniq h h₀ hp hp0 hh hs0))
    · rcases hh with e | e | e <;> rw [e]
      exacts [hzero, hs0, hsym h₀ hs0]

end

end BetheLatticeIsing
```

```lean
#print axioms BetheLatticeIsing.positive_cavityField
#print axioms BetheLatticeIsing.cavityField_classification
```

```
'BetheLatticeIsing.positive_cavityField' depends on axioms: [propext, Classical.choice, Quot.sound]
'BetheLatticeIsing.cavityField_classification' depends on axioms: [propext, Classical.choice, Quot.sound]
```

## The chain and the range of the result

The linear chain is the case $b=1$. Since $\tanh K<1$ for every finite $K$, it falls under the first case of the classification, and $h=0$ is the only cavity field at any positive temperature. The same holds for all $0<b\le1$. For $b>1$ the condition $b\tanh K>1$ is met once $K$ exceeds $\operatorname{artanh}(1/b)$, which for $b=2$ is $\tfrac12\log3$, the value found above from the cubic.

The theorems concern one equation in one real unknown. The tree, the spins and their Boltzmann weights do not appear in the formal statements; the step from the model to $h=b\,u_K(h)$ is the sum over $\sigma$ at the start, and it enters as the definition of `IsCavityField`. That definition fixes the conventions: spins $\pm1$, fields and coupling in units of $1/\beta$, $b$ equal to the number of neighbours minus one, zero external field, and the same cavity field on every bond. Site-dependent solutions of the recursion on the tree, antiferromagnetic coupling $K<0$, the magnetisation, the free energy, and the convergence of the iteration $h\mapsto b\,u_K(h)$ are not treated.

For integer $b\ge2$ the threshold $\tanh(\beta J)=1/b$ is the Bethe estimate of the ordering temperature of a classical nearest-neighbour Ising ferromagnet with $b+1$ neighbours per site, and it can be set beside a Monte Carlo value for a lattice as an approximation that keeps one uniform field and ignores closed loops.
